# A Lorentzian's first moment does not exist as an integral over the line, though its symmetric truncations converge to the centre

Take a Lorentzian centred at zero energy with half-width 1,

L(E) = 1/(π(E² + 1)).

The product E L(E) is odd, so its integral over [−R, R] is zero for every R. Its antiderivative is log(E² + 1)/(2π), and over the window [−R, 2R] this gives

∫ E L(E) dE = (1/2π) log((4R² + 1)/(R² + 1)) → (log 2)/π.

Both windows grow to cover the whole line, yet the limits differ. The tails of E L(E) fall off only as 1/(πE), and each contributes a logarithm. The symmetric window cancels the two logarithms, while the lopsided one leaves the logarithm of the ratio of the cut-offs. An integrable function would give the same limit for both windows.

The same argument works for any centre and any positive width. In the code, a limit R → +∞ is written with `Tendsto` and `atTop`, and `𝓝 x` stands for the neighbourhoods of the limiting value x.

In Lean 4 with Mathlib:

```lean
import Mathlib

open Real Filter Topology

namespace LorentzianMoments
```

## The line shape and its weight

For centre e and half-width at half maximum η, the Lorentzian is

L(E) = η/(π((E − e)² + η²)).

All three are real numbers, and `lorentzian η e E` takes them in that order.

```lean
/-- The Lorentzian line shape with centre `e` and half-width `η`, as a function of the energy `E`,
for `η > 0`. -/
noncomputable def lorentzian (η e E : ℝ) : ℝ := η / (π * ((E - e) ^ 2 + η ^ 2))
```

Every theorem below assumes η > 0. Physically, η is ħ times a constant decay rate of the amplitude, or a broadening chosen for a numerical spectrum. It does not vary with E, so the tails keep their form at all energies. The denominator is then never zero, and L is continuous, hence integrable over every finite window.

```lean
/-- A Lorentzian of positive width is a continuous function of the energy. -/
theorem continuous_lorentzian {η : ℝ} (hη : 0 < η) (e : ℝ) :
    Continuous (lorentzian η e) := by
  unfold lorentzian
  exact Continuous.div continuous_const (by fun_prop) (fun E => by positivity)
```

Define the angle θ(E) = arctan((E − e)/η). By the chain rule,

dθ/dE = (1/η)/(1 + (E − e)²/η²) = η/((E − e)² + η²) = π L(E).

The proof differentiates in the same way, and `h2` puts 1 + (E − e)²/η² over a common denominator.

```lean
/-- For positive width, the angle `arctan ((E - e) / η)` grows with energy at the rate
`π` times the Lorentzian. -/
theorem hasDerivAt_angle {η : ℝ} (hη : 0 < η) (e E : ℝ) :
    HasDerivAt (fun x => arctan ((x - e) / η)) (π * lorentzian η e E) E := by
  have hD : (E - e) ^ 2 + η ^ 2 ≠ 0 := by positivity
  have h1 : HasDerivAt (fun x : ℝ => (x - e) / η) (1 / η) E :=
    ((hasDerivAt_id' E).sub_const e).div_const η
  refine h1.arctan.congr_deriv ?_
  have h2 : 1 + ((E - e) / η) ^ 2 = ((E - e) ^ 2 + η ^ 2) / η ^ 2 := by
    field_simp
    ring
  rw [h2]
  unfold lorentzian
  field_simp
```

Dividing by π and applying the fundamental theorem of calculus gives the weight between a and b:

∫ₐᵇ L(E) dE = (θ(b) − θ(a))/π.

```lean
/-- The weight of a Lorentzian of positive width between the energies `a` and `b`. -/
theorem weight_window {η : ℝ} (hη : 0 < η) (e a b : ℝ) :
    ∫ E in a..b, lorentzian η e E =
      (arctan ((b - e) / η) - arctan ((a - e) / η)) / π := by
  have hd : ∀ E, HasDerivAt (fun x => arctan ((x - e) / η) / π) (lorentzian η e E) E :=
    fun E => ((hasDerivAt_angle hη e E).div_const π).congr_deriv
      (mul_div_cancel_left₀ _ Real.pi_ne_zero)
  rw [intervalIntegral.integral_eq_sub_of_hasDerivAt (fun E _ => hd E)
    ((continuous_lorentzian hη e).intervalIntegrable a b)]
  ring
```

## Moments in a finite window

For the first moment, write E = e + (E − e):

E L(E) = e L(E) + (η/π)(E − e)/((E − e)² + η²).

The first term is the derivative of (e/π) θ(E), and the second is the derivative of (η/2π) log((E − e)² + η²). Therefore

∫ₐᵇ E L(E) dE = (e/π)(θ(b) − θ(a)) + (η/2π)[log((b − e)² + η²) − log((a − e)² + η²)].

In the proof, `hd` checks this antiderivative by differentiating it.

```lean
/-- The first moment of a Lorentzian of positive width between the energies `a` and `b`: an angular
part, equal to `e` times the weight, and a difference of logarithms. -/
theorem first_moment_window {η : ℝ} (hη : 0 < η) (e a b : ℝ) :
    ∫ E in a..b, E * lorentzian η e E =
      e / π * (arctan ((b - e) / η) - arctan ((a - e) / η)) +
      η / (2 * π) * (log ((b - e) ^ 2 + η ^ 2) - log ((a - e) ^ 2 + η ^ 2)) := by
  have hd : ∀ E, HasDerivAt (fun x => e / π * arctan ((x - e) / η) +
      η / (2 * π) * log ((x - e) ^ 2 + η ^ 2)) (E * lorentzian η e E) E := by
    intro E
    have hD : (E - e) ^ 2 + η ^ 2 ≠ 0 := by positivity
    have h2 : HasDerivAt (fun x : ℝ => (x - e) ^ 2 + η ^ 2) (2 * (E - e)) E :=
      ((((hasDerivAt_id' E).sub_const e).fun_pow 2).add_const (η ^ 2)).congr_deriv
        (by norm_num)
    refine (((hasDerivAt_angle hη e E).const_mul (e / π)).fun_add
      ((h2.log hD).const_mul (η / (2 * π)))).congr_deriv ?_
    unfold lorentzian
    field_simp
    ring
  rw [intervalIntegral.integral_eq_sub_of_hasDerivAt (fun E _ => hd E)
    ((continuous_id'.mul (continuous_lorentzian hη e)).intervalIntegrable a b)]
  ring
```

For the second moment, divide E² by (E − e)² + η², the denominator of L without its factor π:

E² = ((E − e)² + η²) + 2eE − (e² + η²).

Multiplying by L(E) turns the bracket into the constant η/π:

E² L(E) = η/π + 2e E L(E) − (e² + η²) L(E).

Integrating from a to b gives (η/π)(b − a), plus 2e times the first moment, minus (e² + η²) times the weight. The pointwise identity is `hsplit`; continuity of each term justifies integrating them separately.

```lean
/-- For positive width, the second moment between `a` and `b` is a term proportional to the
length of the window plus a combination of the first moment and the weight. -/
theorem second_moment_window {η : ℝ} (hη : 0 < η) (e a b : ℝ) :
    ∫ E in a..b, E ^ 2 * lorentzian η e E =
      η / π * (b - a) + 2 * e * (∫ E in a..b, E * lorentzian η e E) -
      (e ^ 2 + η ^ 2) * ∫ E in a..b, lorentzian η e E := by
  -- divide `E ^ 2` by `(E - e) ^ 2 + η ^ 2`
  have hsplit : ∀ E, E ^ 2 * lorentzian η e E = η / π + 2 * e * (E * lorentzian η e E) -
      (e ^ 2 + η ^ 2) * lorentzian η e E := by
    intro E
    have hD : (E - e) ^ 2 + η ^ 2 ≠ 0 := by positivity
    unfold lorentzian
    field_simp
    ring
  have hc := continuous_lorentzian hη e
  have h0 : Continuous fun _ : ℝ => η / π := continuous_const
  have h1 : Continuous fun E => 2 * e * (E * lorentzian η e E) :=
    continuous_const.mul (continuous_id'.mul hc)
  have h01 : Continuous fun E => η / π + 2 * e * (E * lorentzian η e E) := h0.add h1
  have h2 : Continuous fun E => (e ^ 2 + η ^ 2) * lorentzian η e E :=
    continuous_const.mul hc
  simp_rw [hsplit]
  rw [intervalIntegral.integral_sub (h01.intervalIntegrable a b) (h2.intervalIntegrable a b),
    intervalIntegral.integral_add (h0.intervalIntegrable a b) (h1.intervalIntegrable a b),
    intervalIntegral.integral_const, intervalIntegral.integral_const_mul,
    intervalIntegral.integral_const_mul, smul_eq_mul]
  ring
```

## Removing the cut-offs

Let the window run from −R to cR with c > 0 fixed. As R grows, (cR − e)/η → +∞ and (−R − e)/η → −∞, so

θ(cR) − θ(−R) → π/2 − (−π/2) = π.

The auxiliary statement `tail` treats an upper end, and the oddness of the arctangent carries it over to the lower one.

```lean
/-- For `η > 0` and `c > 0`, the angle swept between the energies `-R` and `c R` tends to `π`
as `R` grows. -/
theorem tendsto_angle {η c : ℝ} (hη : 0 < η) (e : ℝ) (hc : 0 < c) :
    Tendsto (fun R : ℝ => arctan ((c * R - e) / η) - arctan ((-R - e) / η))
      atTop (𝓝 π) := by
  have tail : ∀ a : ℝ, 0 < a → ∀ x : ℝ,
      Tendsto (fun R : ℝ => arctan ((a * R - x) / η)) atTop (𝓝 (π / 2)) := by
    intro a ha x
    have h := (tendsto_atTop_add_const_right atTop (-x)
      (tendsto_id.const_mul_atTop ha)).atTop_div_const hη
    have h' : Tendsto (fun R : ℝ => (a * R - x) / η) atTop atTop :=
      h.congr fun R => by simp [sub_eq_add_neg]
    exact (Real.tendsto_arctan_atTop.mono_right nhdsWithin_le_nhds).comp h'
  have h := (tail c hc e).add (tail 1 one_pos (-e))
  rw [add_halves] at h
  refine h.congr fun R => ?_
  rw [show (-R - e) / η = -((1 * R - -e) / η) by ring, Real.arctan_neg]
  ring
```

Each logarithm diverges, but at a known rate. For a ≠ 0 and R > 0,

log((aR − e)² + η²) − 2 log R = log((a − e/R)² + (η/R)²) → log(a²).

The proof takes the limit of the right-hand side and then uses this equality, which is needed only for large R.

```lean
/-- For `η > 0` and `a ≠ 0`, the logarithm of `(a R - e) ^ 2 + η ^ 2` exceeds `2 log R` by an amount
that tends to `log (a ^ 2)` as `R` grows. -/
theorem tendsto_log_tail {η a : ℝ} (hη : 0 < η) (e : ℝ) (ha : a ≠ 0) :
    Tendsto (fun R : ℝ => log ((a * R - e) ^ 2 + η ^ 2) - 2 * log R)
      atTop (𝓝 (log (a ^ 2))) := by
  have h0 : Tendsto (fun R : ℝ => (a - e * R⁻¹) ^ 2 + (η * R⁻¹) ^ 2) atTop (𝓝 (a ^ 2)) := by
    have hi : Tendsto (fun R : ℝ => R⁻¹) atTop (𝓝 0) := tendsto_inv_atTop_zero
    have h := (((hi.const_mul e).const_sub a).pow 2).add ((hi.const_mul η).pow 2)
    simpa using h
  refine (h0.log (pow_ne_zero 2 ha)).congr' ?_
  filter_upwards [eventually_gt_atTop 0] with R hR
  have hs : (a - e * R⁻¹) ^ 2 + (η * R⁻¹) ^ 2 = ((a * R - e) ^ 2 + η ^ 2) / R ^ 2 := by
    field_simp
  rw [hs, Real.log_div (by positivity) (by positivity), Real.log_pow, Nat.cast_ofNat]
```

Use a = c at the upper end and a = −1 at the lower end. The terms 2 log R cancel, and the difference of the logarithms tends to log(c²) − log 1 = 2 log c. With the angular part, the first moment over [−R, cR] tends to

(e/π) π + (η/2π) · 2 log c = e + (η/π) log c.

```lean
/-- For `η > 0` and `c > 0`, the first moment over the window from `-R` to `c R` tends to
`e + (η / π) log c` as `R` grows. -/
theorem first_moment_lopsided {η c : ℝ} (hη : 0 < η) (e : ℝ) (hc : 0 < c) :
    Tendsto (fun R : ℝ => ∫ E in (-R)..(c * R), E * lorentzian η e E)
      atTop (𝓝 (e + η / π * log c)) := by
  have hl := (tendsto_log_tail hη e hc.ne').sub
    (tendsto_log_tail (a := -1) hη e (neg_ne_zero.2 one_ne_zero))
  have h := ((tendsto_angle hη e hc).const_mul (e / π)).add (hl.const_mul (η / (2 * π)))
  have hlim : e / π * π + η / (2 * π) * (log (c ^ 2) - log ((-1) ^ 2)) =
      e + η / π * log c := by
    rw [Real.log_pow, neg_one_sq, Real.log_one, sub_zero, Nat.cast_ofNat]
    field_simp
  rw [hlim] at h
  refine h.congr fun R => ?_
  rw [first_moment_window hη, neg_one_mul]
  ring
```

For c = 1 the logarithm vanishes, and the symmetric first moment tends to e. Inserting this limit and the total weight 1 into the formula for the second moment gives

∫ E² L(E) dE − 2ηR/π → 2e · e − (e² + η²) = e² − η², with the integral taken over [−R, R].

```lean
/-- For positive width, the second moment over `[-R, R]` grows as `2 η R / π`, and what is
left after subtracting this term tends to `e ^ 2 - η ^ 2`. -/
theorem second_moment_asymptotics {η : ℝ} (hη : 0 < η) (e : ℝ) :
    Tendsto (fun R : ℝ => (∫ E in (-R)..R, E ^ 2 * lorentzian η e E) - 2 * η / π * R)
      atTop (𝓝 (e ^ 2 - η ^ 2)) := by
  have hm := first_moment_lopsided hη e one_pos
  have hw := tendsto_angle hη e one_pos
  simp only [one_mul, Real.log_one, mul_zero, add_zero] at hm hw
  have h := (hm.const_mul (2 * e)).sub ((hw.div_const π).const_mul (e ^ 2 + η ^ 2))
  have hlim : 2 * e * e - (e ^ 2 + η ^ 2) * (π / π) = e ^ 2 - η ^ 2 := by
    rw [div_self Real.pi_ne_zero]
    ring
  rw [hlim] at h
  refine h.congr fun R => ?_
  rw [second_moment_window hη, weight_window hη]
  ring
```

## Non-integrability and the two symmetric limits

The last theorem has three parts. The first says that E L(E) is not integrable with respect to Lebesgue measure on the line, where integrability requires a finite integral of the absolute value. The second says that the integral over [−R, R] tends to e, which is a principal value at infinity. The third says that the second moment over [−R, R] tends to +∞.

For the first part, suppose that E L(E) were integrable with integral I. Its integral over [−R, cR] would tend to I for every c > 0, and uniqueness of limits would give

I = e + (η/π) log c.

This is `key`. Taking c = 1 gives I = e, while c = 2 gives I = e + (η/π) log 2. Since η > 0 and log 2 > 0, these values contradict each other. The second part is the lopsided limit at c = 1, and the third adds the growing term 2ηR/π back to a convergent remainder.

```lean
/-- For a Lorentzian of positive width centred at `e`, the function `E L(E)` is not integrable
on the line, yet its integral over `[-R, R]` tends to `e` as `R` grows, while the second
moment over `[-R, R]` diverges to `+∞`. -/
theorem lorentzian_moments {η : ℝ} (hη : 0 < η) (e : ℝ) :
    ¬ MeasureTheory.Integrable (fun E => E * lorentzian η e E) ∧
    Tendsto (fun R : ℝ => ∫ E in (-R)..R, E * lorentzian η e E) atTop (𝓝 e) ∧
    Tendsto (fun R : ℝ => ∫ E in (-R)..R, E ^ 2 * lorentzian η e E) atTop atTop := by
  refine ⟨fun h => ?_, ?_, ?_⟩
  · -- an integrable function would give the same limit for every lopsided window
    have key : ∀ c : ℝ, 0 < c → ∫ E, E * lorentzian η e E = e + η / π * log c := by
      intro c hc
      have ha : Tendsto (fun R : ℝ => -R) atTop atBot := tendsto_neg_atTop_atBot
      have hb : Tendsto (fun R : ℝ => c * R) atTop atTop := tendsto_id.const_mul_atTop hc
      exact tendsto_nhds_unique (MeasureTheory.intervalIntegral_tendsto_integral h ha hb)
        (first_moment_lopsided hη e hc)
    have h1 := key 1 one_pos
    have h2 := key 2 two_pos
    rw [Real.log_one, mul_zero] at h1
    have hpos : 0 < η / π * log 2 :=
      mul_pos (div_pos hη Real.pi_pos) (Real.log_pos one_lt_two)
    linarith
  · have h := first_moment_lopsided hη e one_pos
    simp only [one_mul, Real.log_one, mul_zero, add_zero] at h
    exact h
  · -- a convergent remainder plus a linearly growing term
    have hk : 0 < 2 * η / π := by positivity
    have hlin : Tendsto (fun R : ℝ => 2 * η / π * R) atTop atTop :=
      tendsto_id.const_mul_atTop hk
    exact ((second_moment_asymptotics hη e).add_atTop hlin).congr
      fun R => sub_add_cancel _ _

end LorentzianMoments
```

For a single level broadened by a Lorentzian of constant width, a first moment computed from the density of states over a wide energy window therefore depends on the ratio of the two cut-offs, and a second moment grows with the length of the window. The theorems treat this one line shape, without an occupation factor or a band edge to cut off either tail.

```lean
#print axioms LorentzianMoments.lorentzian_moments
-- 'LorentzianMoments.lorentzian_moments' depends on axioms: [propext, Classical.choice, Quot.sound]
```
